# Switching on an r^(−n) repulsion at low density: a divergent integrand and the power-law path that makes it constant

A free-energy calculation by thermodynamic integration begins with the choice of the coupling values at which to simulate. At each of them one averages the derivative of the potential energy with respect to the coupling, and a quadrature rule combines the averages. If a repulsive r^(−n) interaction, with n larger than the dimension of space, is switched on linearly between otherwise non-interacting particles, the averages grow without bound towards the uncoupled end, where a simple rule does badly. For a purely repulsive fluid in the low-density limit, the problems below find the form of this growth and a change of variable that removes it.

## The low-density model

Let r be the pair distance, d the dimension and λ the coupling. The pair energy in units of kT is λ r^(−n), with the unit of length chosen so that the fully coupled pair, λ = 1, has energy kT at r = 1. At low density the pair distribution is the Boltzmann factor exp(−λ r^(−n)). The average of the energy derivative is then proportional to

G(λ) = ∫₀^∞ r^(d−1) r^(−n) exp(−λ r^(−n)) dr.

The density and the angular factor only multiply G and are left out. The Boltzmann form is assumed, not derived from a partition function, and there are no many-body correlations, attractions or box boundaries.

In Lean, G is `couplingIntegrand d n lam`, an integral over `Ioi 0`, that is, r > 0. Both d and n are real numbers, so the physical dimensions are special cases.

```lean
import Mathlib

open MeasureTheory Set Filter Topology

namespace SoftRepulsionSwitching

noncomputable section

/-- The radial integral of the repulsion `r^(-n)` times its Boltzmann factor in `d` dimensions,
with the coupling `lam` in units of `kT`. It is meant for `lam > 0`, `n > 0` and `d < n`. -/
def couplingIntegrand (d n lam : ℝ) : ℝ :=
  ∫ r in Ioi (0 : ℝ), r ^ (d - 1) * r ^ (-n) * Real.exp (-(lam * r ^ (-n)))
```

If the coupling follows a path λ = μ^k, where the exponent k is unrelated to the Boltzmann constant in kT, the integrand in the new variable μ acquires a Jacobian:

H(μ) = k μ^(k−1) G(μ^k).

This is `switchedIntegrand d n k mu`.

```lean
/-- The integrand in the new variable `mu > 0` when the coupling is switched on as
`lam = mu^k`, including the Jacobian `k mu^(k-1)`. -/
def switchedIntegrand (d n k mu : ℝ) : ℝ :=
  k * mu ^ (k - 1) * couplingIntegrand d n (mu ^ k)
```

## (a) The radial integral in closed form

Show that for n > 0, d < n and λ > 0

G(λ) = Γ(1 − d/n)/n · λ^(d/n − 1).

**Solution.** Substitute u = r^(−n), so that r = u^(−1/n) and, up to the sign absorbed by reversing the limits, dr = (1/n) u^(−1/n−1) du. The powers of u combine to

−(d−1)/n + 1 − 1/n − 1 = −d/n,

which leaves

G(λ) = (1/n) ∫₀^∞ u^(−d/n) exp(−λu) du.

With t = λu this is λ^(d/n−1)/n times the integral of t^(−d/n) e^(−t), which is Γ(1 − d/n). The condition d < n makes the argument of Γ positive.

In the proof, `integral_comp_rpow_Ioi` performs the substitution and `Real.integral_rpow_mul_exp_neg_mul_Ioi` evaluates the Gamma integral. The step `h2` identifies the substituted integral with n G(λ), and `e` inside it does the bookkeeping of exponents.

```lean
/-- For `n > 0`, `d < n` and `lam > 0` the radial integral is
`Gamma(1 - d/n) / n` times `lam^(d/n - 1)`. -/
theorem couplingIntegrand_eq {d n lam : ℝ} (hn : 0 < n) (hd : d < n) (hlam : 0 < lam) :
    couplingIntegrand d n lam = Real.Gamma (1 - d / n) / n * lam ^ (d / n - 1) := by
  have ha : 0 < 1 - d / n := sub_pos.2 ((div_lt_one hn).2 hd)
  have hx : n * (d / n) = d := by field_simp
  -- substitute u = r^(-n)
  have key := integral_comp_rpow_Ioi
    (fun y : ℝ => y ^ ((1 - d / n) - 1) * Real.exp (-(lam * y))) (neg_ne_zero.2 hn.ne')
  rw [Real.integral_rpow_mul_exp_neg_mul_Ioi ha hlam] at key
  have h2 : ∫ r in Ioi (0 : ℝ), (|-n| * r ^ (-n - 1)) •
      ((r ^ (-n)) ^ ((1 - d / n) - 1) * Real.exp (-(lam * r ^ (-n))))
      = n * couplingIntegrand d n lam := by
    unfold couplingIntegrand
    rw [← integral_const_mul]
    refine setIntegral_congr_fun measurableSet_Ioi fun r hr => ?_
    have hr' : 0 < r := hr
    have e : r ^ (-n - 1) * (r ^ (-n)) ^ ((1 - d / n) - 1) = r ^ (d - 1) * r ^ (-n) := by
      rw [← Real.rpow_mul hr'.le, ← Real.rpow_add hr', ← Real.rpow_add hr']
      congr 1
      linear_combination hx
    simp only [smul_eq_mul, abs_neg, abs_of_pos hn]
    linear_combination n * Real.exp (-(lam * r ^ (-n))) * e
  -- what remains is the Gamma integral
  have h3 : n * couplingIntegrand d n lam = (1 / lam) ^ (1 - d / n) * Real.Gamma (1 - d / n) :=
    h2.symm.trans key
  rw [one_div, Real.inv_rpow hlam.le, ← Real.rpow_neg hlam.le, neg_sub] at h3
  rw [div_mul_eq_mul_div, eq_div_iff hn.ne']
  linear_combination h3
```

## (b) Convergence at both ends

Show that under the same conditions the integral is finite:

∫₀^∞ r^(d−1−n) exp(−λ r^(−n)) dr < ∞.

**Solution.** As r → 0 the exponential vanishes faster than any power of r grows. At large r the integrand is at most r^(d−1−n), which is integrable there because d < n.

The condition d < n is needed. For d = n = 3 the integrand is exp(−λ r^(−3))/r, which is at least e^(−λ)/r for r ≥ 1, and the integral diverges logarithmically.

The Lean proof takes a shorter route through (a). Lean gives a non-convergent integral the value zero, whereas (a) gives a positive value, so the integral must converge.

```lean
/-- For `n > 0`, `d < n` and `lam > 0` the radial integral converges. -/
theorem radial_integrable {d n lam : ℝ} (hn : 0 < n) (hd : d < n) (hlam : 0 < lam) :
    IntegrableOn (fun r : ℝ => r ^ (d - 1) * r ^ (-n) * Real.exp (-(lam * r ^ (-n))))
      (Ioi 0) := by
  by_contra h
  have h0 : couplingIntegrand d n lam = 0 := integral_undef h
  rw [couplingIntegrand_eq hn hd hlam] at h0
  -- a divergent integral would have the value zero, but the value is positive
  have hG := Real.Gamma_pos_of_pos (sub_pos.2 ((div_lt_one hn).2 hd))
  exact (mul_pos (div_pos hG hn) (Real.rpow_pos_of_pos hlam _)).ne' h0
```

## (c) The integral over the coupling

Show that for 0 < d < n the function G is integrable over 0 < λ ≤ 1, with

∫₀¹ G(λ) dλ = Γ(1 − d/n)/d.

**Solution.** By (a), the integral is

Γ(1 − d/n)/n · ∫₀¹ λ^(d/n−1) dλ = Γ(1 − d/n)/n · n/d.

The power is integrable at zero because d/n − 1 > −1, which is where d > 0 enters. Up to the omitted prefactor, this is the free energy of switching on the repulsion in the model.

The theorem states integrability and the value as two parts. `hEq` replaces G by its closed form on the interval, and the standard results for powers do the rest.

```lean
/-- For `0 < d < n` the integrand is integrable over the couplings `0 < lam ≤ 1`, and its
integral is `Gamma(1 - d/n) / d`. -/
theorem integral_over_coupling {d n : ℝ} (hd0 : 0 < d) (hd : d < n) :
    IntegrableOn (couplingIntegrand d n) (Ioc 0 1) ∧
      ∫ lam in Ioc (0 : ℝ) 1, couplingIntegrand d n lam = Real.Gamma (1 - d / n) / d := by
  have hn : 0 < n := hd0.trans hd
  have hq : 0 < d / n := div_pos hd0 hn
  have hexp : -1 < d / n - 1 := by linarith
  have hEq : EqOn (fun lam : ℝ => Real.Gamma (1 - d / n) / n * lam ^ (d / n - 1))
      (couplingIntegrand d n) (Ioc 0 1) :=
    fun lam hl => (couplingIntegrand_eq hn hd hl.1).symm
  constructor
  · have hi : IntegrableOn (fun lam : ℝ => lam ^ (d / n - 1)) (Ioc 0 1) :=
      (intervalIntegrable_iff_integrableOn_Ioc_of_le zero_le_one).1
        (intervalIntegral.intervalIntegrable_rpow' hexp)
    exact IntegrableOn.congr_fun (hi.const_mul _) hEq measurableSet_Ioc
  · rw [← setIntegral_congr_fun measurableSet_Ioc hEq, integral_const_mul,
      ← intervalIntegral.integral_of_le zero_le_one, integral_rpow (Or.inl hexp),
      sub_add_cancel, Real.one_rpow, Real.zero_rpow hq.ne', sub_zero]
    field_simp
```

## (d) The integrand on a power-law path

Show that for n > 0, d < n and μ > 0

H(μ) = k Γ(1 − d/n)/n · μ^(kd/n − 1).

**Solution.** Put λ = μ^k into (a) and multiply by k μ^(k−1). The exponents of μ add up to

(k − 1) + k(d/n − 1) = kd/n − 1.

The formula holds for every real k, although only k > 0 describes a path that starts from zero coupling. In the proof, `e` is this addition of exponents.

```lean
/-- For `n > 0`, `d < n` and `mu > 0`, switching as `lam = mu^k` gives an integrand
proportional to `mu^(k d/n - 1)`. -/
theorem switchedIntegrand_eq {d n k mu : ℝ} (hn : 0 < n) (hd : d < n) (hmu : 0 < mu) :
    switchedIntegrand d n k mu
      = k * Real.Gamma (1 - d / n) / n * mu ^ (k * (d / n) - 1) := by
  unfold switchedIntegrand
  rw [couplingIntegrand_eq hn hd (Real.rpow_pos_of_pos hmu k), ← Real.rpow_mul hmu.le]
  have e : mu ^ (k - 1) * mu ^ (k * (d / n - 1)) = mu ^ (k * (d / n) - 1) := by
    rw [← Real.rpow_add hmu]
    congr 1
    ring
  linear_combination k * Real.Gamma (1 - d / n) / n * e
```

## (e) Paths with too small an exponent

Show that for n > 0, d < n, k > 0 and kd < n

H(μ) → +∞ as μ → 0 from above.

**Solution.** Write (d) as

H(μ) = A (1/μ)^(1 − kd/n), with A = k Γ(1 − d/n)/n.

Both A and the exponent are positive, and 1/μ → +∞.

In Lean, `𝓝[>] 0` means approach to zero from above and `atTop` means growth beyond every bound. The proof composes the limits of 1/μ and of a positive power, multiplies by A (`hA` shows that it is positive), and uses (d) to identify the result with H for μ > 0.

```lean
/-- For `n > 0`, `d < n` and `k > 0`, the integrand on the path `lam = mu^k` still diverges
as `mu` tends to zero from above if `k d < n`. -/
theorem switchedIntegrand_diverges {d n k : ℝ} (hn : 0 < n) (hd : d < n) (hk : 0 < k)
    (hkd : k * d < n) : Tendsto (switchedIntegrand d n k) (𝓝[>] 0) atTop := by
  have hs : 0 < 1 - k * (d / n) := by
    rw [← mul_div_assoc]
    exact sub_pos.2 ((div_lt_one hn).2 hkd)
  have hA : 0 < k * Real.Gamma (1 - d / n) / n :=
    div_pos (mul_pos hk (Real.Gamma_pos_of_pos (sub_pos.2 ((div_lt_one hn).2 hd)))) hn
  have ht := ((tendsto_rpow_atTop hs).comp
    (tendsto_inv_nhdsGT_zero (𝕜 := ℝ))).const_mul_atTop hA
  refine ht.congr' ?_
  filter_upwards [self_mem_nhdsWithin] with mu hmu
  have hmu' : 0 < mu := hmu
  rw [switchedIntegrand_eq hn hd hmu', Function.comp_apply, Real.inv_rpow hmu'.le,
    ← Real.rpow_neg hmu'.le, neg_sub]
```

## (f) Linear switching

Show that for n > 0 and d < n

G(λ) → +∞ as λ → 0 from above.

**Solution.** Take k = 1 in (e). The Jacobian is 1, H is G, and the condition kd < n becomes d < n. Physically, weakly coupled particles can come very close together, where r^(−n) is huge.

The proof is the same specialisation, with `e` identifying the two functions.

```lean
/-- With linear switching, `n > 0` and `d < n`, the integrand diverges as the coupling tends to
zero from above. -/
theorem couplingIntegrand_diverges {d n : ℝ} (hn : 0 < n) (hd : d < n) :
    Tendsto (couplingIntegrand d n) (𝓝[>] 0) atTop := by
  have h := switchedIntegrand_diverges hn hd one_pos (by rwa [one_mul])
  have e : switchedIntegrand d n 1 = couplingIntegrand d n := by
    funext mu
    simp [switchedIntegrand]
  rwa [e] at h
```

## (g) When the integrand is flat

Show that for n > 0, d < n and k > 0

H(μ) is the same for all μ > 0 exactly when kd = n.

**Solution.** If kd = n, the exponent in (d) is zero and H(μ) = A. Conversely, if H is constant, then H(2) = H(1), so

2^(kd/n − 1) = 1.

Taking logarithms gives (kd/n − 1) ln 2 = 0, hence kd = n. For d > 0 the flat path therefore has k = n/d.

The Lean statement expresses constancy as the existence of a number `c` equal to H at every positive `mu`. Its proof makes the same comparison of μ = 2 with μ = 1, cancels A and takes the logarithm.

```lean
/-- For `n > 0`, `d < n` and `k > 0`, the path `lam = mu^k` makes the integrand independent of
`mu > 0` exactly when `k d = n`. -/
theorem switchedIntegrand_constant_iff {d n k : ℝ} (hn : 0 < n) (hd : d < n) (hk : 0 < k) :
    (∃ c, ∀ mu, 0 < mu → switchedIntegrand d n k mu = c) ↔ k * d = n := by
  have hA : 0 < k * Real.Gamma (1 - d / n) / n :=
    div_pos (mul_pos hk (Real.Gamma_pos_of_pos (sub_pos.2 ((div_lt_one hn).2 hd)))) hn
  constructor
  · rintro ⟨c, hc⟩
    -- compare mu = 2 with mu = 1
    have h := (hc 2 two_pos).trans (hc 1 one_pos).symm
    rw [switchedIntegrand_eq (mu := 2) hn hd two_pos,
      switchedIntegrand_eq (mu := 1) hn hd one_pos, Real.one_rpow] at h
    have h3 := congrArg Real.log (mul_left_cancel₀ hA.ne' h)
    rw [Real.log_rpow two_pos, Real.log_one] at h3
    have h4 := (mul_eq_zero.1 h3).resolve_right (Real.log_pos one_lt_two).ne'
    have hx : n * (d / n) = d := by field_simp
    linear_combination n * h4 - k * hx
  · intro h
    refine ⟨k * Real.Gamma (1 - d / n) / n, fun mu hmu => ?_⟩
    have h0 : k * (d / n) - 1 = 0 := by
      rw [← mul_div_assoc, h, div_self hn.ne', sub_self]
    rw [switchedIntegrand_eq hn hd hmu, h0, Real.rpow_zero, mul_one]
```

## (h) The r^(−12) wall in three dimensions

Show that for λ > 0

∫₀^∞ r² r^(−12) exp(−λ r^(−12)) dr = Γ(3/4) λ^(−3/4)/12.

**Solution.** Set d = 3 and n = 12 in (a). Then 1 − d/n = 3/4 and d/n − 1 = −3/4.

The Lean statement writes the integrand with ordinary integer powers, so it can be read without the definition of G. Most of the proof converts the real exponents 3 − 1 and −12 into these powers, which is valid because r > 0.

```lean
/-- For the `r^(-12)` repulsion in three dimensions and `lam > 0`, the radial integral equals
`Gamma(3/4) lam^(-3/4) / 12`. -/
theorem inverse_twelfth_power {lam : ℝ} (hlam : 0 < lam) :
    ∫ r in Ioi (0 : ℝ), r ^ 2 * (r ^ 12)⁻¹ * Real.exp (-(lam * (r ^ 12)⁻¹))
      = Real.Gamma (3 / 4) * lam ^ (-3 / 4 : ℝ) / 12 := by
  have e : couplingIntegrand 3 12 lam
      = ∫ r in Ioi (0 : ℝ), r ^ 2 * (r ^ 12)⁻¹ * Real.exp (-(lam * (r ^ 12)⁻¹)) := by
    refine setIntegral_congr_fun measurableSet_Ioi fun r hr => ?_
    have hr' : 0 < r := hr
    have h1 : r ^ ((3 : ℝ) - 1) = r ^ 2 := by
      rw [show (3 : ℝ) - 1 = ((2 : ℕ) : ℝ) by norm_num, Real.rpow_natCast]
    have h2 : r ^ (-(12 : ℝ)) = (r ^ 12)⁻¹ := by
      rw [Real.rpow_neg hr'.le, show (12 : ℝ) = ((12 : ℕ) : ℝ) by norm_num, Real.rpow_natCast]
    simp only [h1, h2]
  rw [← e, couplingIntegrand_eq (by norm_num) (by norm_num) hlam,
    show (1 : ℝ) - 3 / 12 = 3 / 4 by norm_num, show (3 : ℝ) / 12 - 1 = -3 / 4 by norm_num]
  ring
```

## (i) Quartic switching

Show that with λ = μ⁴ and μ > 0 the integrand in (h), Jacobian included, becomes

4μ³ ∫₀^∞ r² r^(−12) exp(−μ⁴ r^(−12)) dr = Γ(3/4)/3.

**Solution.** By (h), the left side is

4μ³ · Γ(3/4) (μ⁴)^(−3/4)/12 = 4μ³ · Γ(3/4) μ^(−3)/12 = Γ(3/4)/3.

This is the case k = n/d = 4 of (g), and the constant agrees with (c) at d = 3, n = 12, as it must for a path of unit length. In the proof, `e` simplifies the power of μ⁴ and `h` cancels μ³ against its inverse.

```lean
/-- Switching the `r^(-12)` repulsion in three dimensions as `lam = mu^4` with `mu > 0` turns the
integrand, Jacobian included, into the constant `Gamma(3/4) / 3`. -/
theorem quartic_switching {mu : ℝ} (hmu : 0 < mu) :
    4 * mu ^ 3 *
      ∫ r in Ioi (0 : ℝ), r ^ 2 * (r ^ 12)⁻¹ * Real.exp (-(mu ^ 4 * (r ^ 12)⁻¹))
      = Real.Gamma (3 / 4) / 3 := by
  have e : (mu ^ 4) ^ (-3 / 4 : ℝ) = (mu ^ 3)⁻¹ := by
    rw [← Real.rpow_natCast mu 4, ← Real.rpow_mul hmu.le,
      show ((4 : ℕ) : ℝ) * (-3 / 4) = -((3 : ℕ) : ℝ) by norm_num,
      Real.rpow_neg hmu.le, Real.rpow_natCast]
  have h : mu ^ 3 * (mu ^ 3)⁻¹ = 1 := mul_inv_cancel₀ (pow_pos hmu 3).ne'
  rw [inverse_twelfth_power (pow_pos hmu 4), e]
  linear_combination Real.Gamma (3 / 4) / 3 * h

end

end SoftRepulsionSwitching
```

```lean
#print axioms SoftRepulsionSwitching.integral_over_coupling
#print axioms SoftRepulsionSwitching.couplingIntegrand_diverges
#print axioms SoftRepulsionSwitching.switchedIntegrand_constant_iff
#print axioms SoftRepulsionSwitching.quartic_switching
```

```
'SoftRepulsionSwitching.integral_over_coupling' depends on axioms: [propext, Classical.choice, Quot.sound]
'SoftRepulsionSwitching.couplingIntegrand_diverges' depends on axioms: [propext, Classical.choice, Quot.sound]
'SoftRepulsionSwitching.switchedIntegrand_constant_iff' depends on axioms: [propext, Classical.choice, Quot.sound]
'SoftRepulsionSwitching.quartic_switching' depends on axioms: [propext, Classical.choice, Quot.sound]
```

## Quadrature points on the quartic path

In a simulation script, one chooses nodes μᵢ between 0 and 1 with quadrature weights wᵢ, runs each simulation at λᵢ = μᵢ⁴, and forms

ΔF ≈ Σᵢ wᵢ · 4μᵢ³ · ⟨∂U/∂λ⟩ at λᵢ,

where U is the potential energy and ΔF the free-energy change. Midpoint or Gauss–Legendre nodes avoid μ = 0, where the product would be zero times infinity. For the model fluid with d = 3 and n = 12, a single midpoint with exact averages already gives the full integral. At higher density, or with attractions present, the integrand generally varies with μ, and a single midpoint is then in general no longer exact. A flat mean also says nothing about the statistical error at each node, which has to be monitored separately.
